# Bounding the exchange part of an MP2 pair energy through products of integrals with interchanged virtuals

The theorem `abs_exchange_le` concerns the MP2 energy of a pair of different, doubly occupied orbitals, with real integrals `K a b` = (ia|jb) over a finite set of virtual orbitals and symmetric, positive energy denominators `D a b`. Suppose that each product `K a b * K b a` is in absolute value at most `ε` times the mean of the two squared integrals. Then the absolute value of the exchange contribution is at most `ε` times the magnitude of the opposite-spin energy. The proof bounds the exchange sum term by term, splits the bound into two sums of squares, and uses `sum_swap` to turn the sum over `K b a ^ 2` into the one over `K a b ^ 2`.

As first written in Lean, the proof fails:

```lean
import Mathlib

open Finset

namespace AbsExchangeLe

noncomputable section

variable {ι : Type*} [Fintype ι]

/-- Magnitude of the opposite-spin MP2 energy of a pair of different, doubly occupied orbitals, with
real integrals `K a b` = (ia|jb) and symmetric positive energy denominators `D a b`. -/
def oppositeSpin (K D : ι → ι → ℝ) : ℝ := 2 * ∑ a, ∑ b, K a b ^ 2 / D a b

/-- The exchange contribution, in which each integral meets its partner with the two virtual
orbitals interchanged, for nonzero energy denominators `D a b`. -/
def exchange (K D : ι → ι → ℝ) : ℝ := 2 * ∑ a, ∑ b, K a b * K b a / D a b

/-- For symmetric denominators, interchanging the virtual orbitals in the integrals leaves the
sum of squared integrals over denominators unchanged. -/
theorem sum_swap {K D : ι → ι → ℝ} (hD : ∀ a b, D a b = D b a) :
    ∑ a, ∑ b, K b a ^ 2 / D a b = ∑ a, ∑ b, K a b ^ 2 / D a b := by
  rw [Finset.sum_comm]
  refine Finset.sum_congr rfl fun a _ => Finset.sum_congr rfl fun b _ => ?_
  rw [hD b a]

/-- If each product `K a b * K b a` is in absolute value at most `ε` times the mean of the two
squared integrals, and denominators are symmetric and positive, the absolute value of the exchange
contribution is at most `ε` times the magnitude of the opposite-spin energy. -/
theorem abs_exchange_le {K D : ι → ι → ℝ} (hD : ∀ a b, D a b = D b a)
    (hpos : ∀ a b, 0 < D a b) {ε : ℝ}
    (hε : ∀ a b, |K a b * K b a| ≤ ε * ((K a b ^ 2 + K b a ^ 2) / 2)) :
    |exchange K D| ≤ ε * oppositeSpin K D := by
  have h1 : |∑ a, ∑ b, K a b * K b a / D a b| ≤
      ∑ a, ∑ b, ε * ((K a b ^ 2 + K b a ^ 2) / 2) / D a b := by
    refine (Finset.abs_sum_le_sum_abs _ _).trans (Finset.sum_le_sum fun a _ =>
      (Finset.abs_sum_le_sum_abs _ _).trans (Finset.sum_le_sum fun b _ => ?_))
    have hab := hε a b
    have hd := hpos a b
    rw [abs_div, abs_of_pos hd]
    gcongr
  have h2 : ∑ a, ∑ b, ε * ((K a b ^ 2 + K b a ^ 2) / 2) / D a b =
      ε / 2 * (∑ a, ∑ b, K a b ^ 2 / D a b + ∑ a, ∑ b, K b a ^ 2 / D a b) := by
    simp only [← Finset.sum_add_distrib, Finset.mul_sum]
    refine Finset.sum_congr rfl fun a _ => Finset.sum_congr rfl fun b _ => ?_
    ring
  rw [h2, sum_swap hD] at h1
  unfold exchange oppositeSpin
  rw [abs_mul, abs_two]
  linarith

end

end AbsExchangeLe
```

Messages:

```
Main.lean:50:2: error: linarith failed to find a contradiction
ι : Type u_1
inst✝ : Fintype ι
K D : ι → ι → ℝ
hD : ∀ (a b : ι), D a b = D b a
hpos : ∀ (a b : ι), 0 < D a b
ε : ℝ
hε : ∀ (a b : ι), |K a b * K b a| ≤ ε * ((K a b ^ 2 + K b a ^ 2) / 2)
h1 : |∑ a, ∑ b, K a b * K b a / D a b| ≤ ε / 2 * (∑ a, ∑ b, K b a ^ 2 / D a b + ∑ a, ∑ b, K b a ^ 2 / D a b)
h2 :
  ∑ a, ∑ b, ε * ((K a b ^ 2 + K b a ^ 2) / 2) / D a b =
    ε / 2 * (∑ a, ∑ b, K a b ^ 2 / D a b + ∑ a, ∑ b, K b a ^ 2 / D a b)
a✝ : ε * (2 * ∑ a, ∑ b, K a b ^ 2 / D a b) < 2 * |∑ a, ∑ b, K a b * K b a / D a b|
⊢ False
failed
```

Cause. The error is reported at `linarith`, but the fault lies in the earlier rewrite with `sum_swap hD`. There `K` is an implicit argument that `hD` does not determine, so Lean has to find it by matching the left side of `sum_swap`, a sum over `?K b a ^ 2 / D a b`, against `h1`. The sum over `K a b ^ 2 / D a b` also fits, if `?K` is taken to be `K` with its arguments interchanged, and this is the sum that was rewritten. In the `h1` of the message both sums accordingly contain `K b a ^ 2`, while the negated goal contains `K a b ^ 2`. `linarith` treats these as unrelated quantities and finds no contradiction.

Writing `sum_swap (K := K) hD` fixes the function, so that only the sum over `K b a ^ 2` matches. Both sums in `h1` then become the one in the goal, which follows on multiplying `h1` by 2.

The change, after which it compiles:

```diff
@@ -45,5 +45,5 @@
     refine Finset.sum_congr rfl fun a _ => Finset.sum_congr rfl fun b _ => ?_
     ring
-  rw [h2, sum_swap hD] at h1
+  rw [h2, sum_swap (K := K) hD] at h1
   unfold exchange oppositeSpin
   rw [abs_mul, abs_two]
```
